# Third-order perturbation terms of a Bloch state vanish unless the wavenumbers sum to a multiple of 2π, when the resolvent commutes with translation

Displace the atoms of a crystal in three phonon patterns at once. The energy term proportional to all three amplitudes couples the phonons, and it is of third order in the displacements. Which triples of wavenumbers can contribute?

For a single nondegenerate Bloch state $\psi$ and perturbations linear in the amplitudes, each with one definite wavenumber, the answer follows from translation symmetry, provided that the operator $R$ that generates the response commutes with the translation. Here $R$ is the reduced resolvent, $Q/(H_0-E_0)$, where $H_0$ is the unperturbed Hamiltonian, $E_0$ the energy of $\psi$, and $Q$ removes the level $E_0$. It is not a lattice vector. Reversing its sign changes nothing below at third order, because it occurs twice in every term.

## Translations, wavenumbers and response chains

The states form a complex inner product space $E$ of any dimension, and $\iota$ labels the perturbations. For a crystal, think of a ring of $N$ cells, on which the wavenumbers are multiples of $2\pi/N$. On an infinite line, no normalisable state is merely multiplied by a phase under translation.

```lean
import Mathlib

open scoped InnerProductSpace
open Real

namespace ThirdOrderMomentumSelection

noncomputable section

variable {E : Type*} [NormedAddCommGroup E] [InnerProductSpace ℂ E] {ι : Type*}
```

Wavenumbers are measured in inverse translation lengths, so $q$ means the textbook $qa$, with $a$ the lattice constant. A wavenumber $\theta$ gives the phase factor $e^{i\theta}$.

```lean
/-- The Bloch phase factor `exp(iθ)`. -/
def phase (θ : ℝ) : ℂ := Complex.exp (θ * Complex.I)
```

The wavenumbers that translation cannot tell from zero are $\theta=2\pi n$ with $n$ an integer. Zero is included.

```lean
/-- The wavenumber `θ` (in units of the inverse translation length) is an integer
multiple of `2π`. -/
def IsReciprocal (θ : ℝ) : Prop := ∃ n : ℤ, θ = 2 * π * n
```

Let $T$ be the translation, a unitary operator, which Lean represents as a linear isometric equivalence `E ≃ₗᵢ[ℂ] E`. A perturbation $V$ carries wavenumber $q$ when
$$TVT^{-1}=e^{iq}V .$$
With $(Tf)(x)=f(x+a)$, the potential $e^{iqx/a}$ satisfies this. It is not Hermitian in general, and $V$ need not be: it is any linear map defined on all of $E$. A real displacement pattern in general gives a sum of two parts, one carrying $q$ and one carrying $-q$; the rule below then applies to each choice of parts separately.

```lean
/-- The perturbation `V` carries wavenumber `q`: `T V T⁻¹ = exp(iq) V`. -/
def Carries (T : E ≃ₗᵢ[ℂ] E) (V : E →ₗ[ℂ] E) (q : ℝ) : Prop :=
  ∀ x, T (V (T.symm x)) = phase q • V x
```

Up to a sign, first-order response applies $V_j$ and then $R$. Repeating this gives chains such as $RV_aRV_b\psi$, encoded by the list $[a,b]$; the empty list gives $\psi$ itself.

```lean
/-- The chain `R V_a R V_b ⋯ ψ` for the list of perturbations `a, b, …`. -/
def response (R : E →ₗ[ℂ] E) (V : ι → E →ₗ[ℂ] E) (ψ : E) : List ι → E
  | [] => ψ
  | j :: w => R (V j (response R V ψ w))
```

For $H_0+\sum_j\lambda_jV_j$, with $\psi$ normalised and nondegenerate, the coefficient of $\lambda_0\lambda_1\lambda_2$ in the energy is
$$\sum_\sigma\Big(\langle\psi,V_aRV_bRV_c\psi\rangle-\langle\psi,V_a\psi\rangle\langle\psi,V_bR^2V_c\psi\rangle\Big),$$
where $(a,b,c)=(\sigma(0),\sigma(1),\sigma(2))$ runs over the six orderings. This standard formula is taken as a definition, not derived from an eigenvalue problem. Nondegeneracy is a real restriction: for a spinless particle with time-reversal symmetry, the Bloch states of wavenumber $k$ and $-k$ have the same energy, so unless $k$ is a multiple of $\pi$ the formula need not give the energy change. The theorems below concern the expression itself and do not assume nondegeneracy.

```lean
/-- The mixed third-order energy expression: the sum over the six orderings of
`⟨ψ, V_a R V_b R V_c ψ⟩ - ⟨ψ, V_a ψ⟩ ⟨ψ, V_b R² V_c ψ⟩`. -/
def thirdOrder (R : E →ₗ[ℂ] E) (V : Fin 3 → E →ₗ[ℂ] E) (ψ : E) : ℂ :=
  ∑ σ : Equiv.Perm (Fin 3),
    (⟪ψ, V (σ 0) (R (V (σ 1) (R (V (σ 2) ψ))))⟫_ℂ
      - ⟪ψ, V (σ 0) ψ⟫_ℂ * ⟪ψ, V (σ 1) (R (R (V (σ 2) ψ)))⟫_ℂ)
```

## Three facts about phases

The exponential turns sums into products: $e^{i(a+b)}=e^{ia}e^{ib}$.

```lean
/-- Phase factors multiply when wavenumbers add. -/
theorem phase_add (a b : ℝ) : phase (a + b) = phase a * phase b := by
  unfold phase
  rw [← Complex.exp_add]
  congr 1
  push_cast
  ring
```

Conjugation reverses the wavenumber: $\overline{e^{i\theta}}=e^{-i\theta}$.

```lean
/-- Complex conjugation reverses the wavenumber of a phase factor. -/
theorem conj_phase (θ : ℝ) : starRingEnd ℂ (phase θ) = phase (-θ) := by
  simp [phase, ← Complex.exp_conj]
```

Finally, $e^{i\theta}=1$ exactly when $i\theta=2\pi i n$ for some integer $n$. Comparing imaginary parts gives $\theta=2\pi n$.

```lean
/-- A phase factor is one exactly when its wavenumber is a multiple of `2π`. -/
theorem phase_eq_one_iff (θ : ℝ) : phase θ = 1 ↔ IsReciprocal θ := by
  unfold phase IsReciprocal
  rw [Complex.exp_eq_one_iff]
  constructor
  · rintro ⟨n, h⟩
    refine ⟨n, ?_⟩
    have h' := congrArg Complex.im h
    simp at h'
    linarith
  · rintro ⟨n, rfl⟩
    exact ⟨n, by push_cast; ring⟩
```

## Each perturbation adds its wavenumber

Suppose $Ty=e^{ip}y$. Inserting $T^{-1}T$ gives
$$TVy=(TVT^{-1})Ty=e^{iq}V(e^{ip}y)=e^{i(q+p)}Vy .$$
In the proof, this is the covariance hypothesis evaluated at `T y`.

```lean
/-- A perturbation of wavenumber `q` takes a state of wavenumber `p` to one that the
translation multiplies by `exp(i(q + p))`. -/
theorem translate_apply {T : E ≃ₗᵢ[ℂ] E} {V : E →ₗ[ℂ] E} {q p : ℝ} {y : E}
    (hV : Carries T V q) (hy : T y = phase p • y) :
    T (V y) = phase (q + p) • V y := by
  have h := hV (T y)
  rw [T.symm_apply_apply, hy, map_smul, smul_smul, ← phase_add] at h
  exact h
```

Now let $T\psi=e^{ik}\psi$ and $TR=RT$. The second condition holds when $H_0$ is periodic, because translation then preserves the whole level $E_0$ that $Q$ removes; here it is a hypothesis. If a chain $\chi$ has phase $k+s$, then
$$T(RV_j\chi)=R(TV_j\chi)=e^{i(k+q_j+s)}RV_j\chi .$$
Starting from $\psi$, induction on the list gives $k$ plus the sum of all the wavenumbers in the chain. For a single perturbation this says that $RV_j\psi$ is multiplied by $e^{i(k+q_j)}$. The chain may also be zero, in which case the equation holds trivially.

```lean
/-- If `R` commutes with the translation, each `V_j` carries wavenumber `q_j` and `ψ` has wavenumber
`k`, the translation multiplies the chain `R V_a R V_b ⋯ ψ` by `exp(i(k + q_a + q_b + ⋯))`. -/
theorem translate_response {T : E ≃ₗᵢ[ℂ] E} {R : E →ₗ[ℂ] E} {V : ι → E →ₗ[ℂ] E}
    {q : ι → ℝ} {k : ℝ} {ψ : E} (hR : ∀ x, T (R x) = R (T x))
    (hV : ∀ j, Carries T (V j) (q j)) (hψ : T ψ = phase k • ψ) (w : List ι) :
    T (response R V ψ w) = phase (k + (w.map q).sum) • response R V ψ w := by
  induction w with
  | nil => simpa [response] using hψ
  | cons j w ih =>
    have h := translate_apply (hV j) ih
    simp only [response, List.map_cons, List.sum_cons]
    rw [hR, h, map_smul, add_left_comm]
```

In a calculation, this allows the first-order orbital to be written as a cell-periodic function times a Bloch phase at $k+q_j$. The linear equation for it can then be solved in one primitive cell, even when the perturbation has a much longer period.

## Unitarity forces the amplitude to vanish

Let $\chi$ be a chain whose wavenumbers sum to $s$, and put $z=\langle\psi,V_a\chi\rangle$. The inner product is conjugate-linear in its first argument. Since $T$ preserves it,
$$z=\langle T\psi,TV_a\chi\rangle=e^{-ik}e^{i(q_a+k+s)}z=e^{i(q_a+s)}z .$$
The Bloch wavenumber $k$ cancels. If $z\neq0$, dividing by it gives $e^{i(q_a+s)}=1$, so $q_a+s$ is a multiple of $2\pi$. Otherwise $z=0$. In Lean, `T.inner_map_map` supplies the first equality and `mul_right_cancel₀` the division.

```lean
/-- Selection rule at any order: if `R` commutes with the translation, each `V_j` carries wavenumber
`q_j` and `ψ` is a Bloch state, `⟨ψ, V_a R V_b R ⋯ ψ⟩` vanishes unless `q_a + q_b + ⋯` is a multiple
of `2π`. -/
theorem amplitude_eq_zero {T : E ≃ₗᵢ[ℂ] E} {R : E →ₗ[ℂ] E} {V : ι → E →ₗ[ℂ] E}
    {q : ι → ℝ} {k : ℝ} {ψ : E} (hR : ∀ x, T (R x) = R (T x))
    (hV : ∀ j, Carries T (V j) (q j)) (hψ : T ψ = phase k • ψ) (a : ι) (w : List ι)
    (hq : ¬ IsReciprocal (q a + (w.map q).sum)) :
    ⟪ψ, V a (response R V ψ w)⟫_ℂ = 0 := by
  have hy := translate_apply (hV a) (translate_response hR hV hψ w)
  -- unitarity: translating both states leaves the amplitude unchanged
  have h := T.inner_map_map ψ (V a (response R V ψ w))
  rw [hψ, hy, inner_smul_left, inner_smul_right, ← mul_assoc, conj_phase, ← phase_add,
    show -k + (q a + (k + (w.map q).sum)) = q a + (w.map q).sum by ring] at h
  by_contra hz
  exact hq ((phase_eq_one_iff _).1 (mul_right_cancel₀ hz (by rw [h, one_mul])))
```

The commutation of $R$ with $T$ matters here. Take two sites, let $T$ exchange them, and set $\psi=(1,1)/\sqrt2$ and $V_0=V_1=V_2=\mathrm{diag}(1,-1)$. Each perturbation carries $\pi$, and the total $3\pi$ is forbidden. With $R=\mathrm{diag}(1,0)$, however, direct multiplication gives $\langle\psi,VRVRV\psi\rangle=1/2$. Hermiticity of $R$ is therefore not enough for the rule. This $R$ is not a reduced resolvent for $\psi$, since $R\psi\neq0$; it only tests the hypothesis of the theorem.

## The third-order terms

For three perturbations the chain is $[\sigma(1),\sigma(2)]$, with $V_{\sigma(0)}$ in front. Reordering does not change the total:
$$q_{\sigma(0)}+q_{\sigma(1)}+q_{\sigma(2)}=q_0+q_1+q_2 .$$
So if $q_0+q_1+q_2$ is not a multiple of $2\pi$, each of the six terms vanishes separately, without cancellation between orderings. `Equiv.sum_comp` provides the invariance of the sum.

```lean
/-- Each of the six terms `⟨ψ, V_a R V_b R V_c ψ⟩` vanishes unless `q₀ + q₁ + q₂` is a multiple of
`2π`, for `V_j` carrying wavenumber `q_j`, `R` commuting with the translation and `ψ` a Bloch state.
-/
theorem third_order_term_eq_zero {T : E ≃ₗᵢ[ℂ] E} {R : E →ₗ[ℂ] E}
    {V : Fin 3 → E →ₗ[ℂ] E} {q : Fin 3 → ℝ} {k : ℝ} {ψ : E}
    (hR : ∀ x, T (R x) = R (T x)) (hV : ∀ j, Carries T (V j) (q j))
    (hψ : T ψ = phase k • ψ) (hq : ¬ IsReciprocal (q 0 + q 1 + q 2))
    (σ : Equiv.Perm (Fin 3)) :
    ⟪ψ, V (σ 0) (R (V (σ 1) (R (V (σ 2) ψ))))⟫_ℂ = 0 := by
  have hs := Equiv.sum_comp σ q
  rw [Fin.sum_univ_three, Fin.sum_univ_three] at hs
  refine amplitude_eq_zero hR hV hψ (σ 0) [σ 1, σ 2] (fun h => hq ?_)
  simp only [List.map_cons, List.map_nil, List.sum_cons, List.sum_nil, add_zero] at h
  rwa [← hs, add_assoc]
```

The subtracted products need one more argument. If $q_a$ is not a multiple of $2\pi$, the mean value $\langle\psi,V_a\psi\rangle$ vanishes, by the general rule with an empty chain. If $q_a=2\pi m$, then $q_b+q_c$ cannot also be a multiple $2\pi n$, because the total would be $2\pi(m+n)$. Hence $\langle\psi,V_bR^2V_c\psi\rangle=0$, by the same rule with $R^2$ in place of $R$; $R^2$ commutes with $T$ because $R$ does. Every summand is zero, and so is the whole expression.

```lean
/-- The whole mixed third-order energy expression vanishes unless `q₀ + q₁ + q₂` is a multiple of
`2π`, for `V_j` carrying wavenumber `q_j`, `R` commuting with the translation and `ψ` a Bloch state.
-/
theorem thirdOrder_eq_zero {T : E ≃ₗᵢ[ℂ] E} {R : E →ₗ[ℂ] E}
    {V : Fin 3 → E →ₗ[ℂ] E} {q : Fin 3 → ℝ} {k : ℝ} {ψ : E}
    (hR : ∀ x, T (R x) = R (T x)) (hV : ∀ j, Carries T (V j) (q j))
    (hψ : T ψ = phase k • ψ) (hq : ¬ IsReciprocal (q 0 + q 1 + q 2)) :
    thirdOrder R V ψ = 0 := by
  refine Finset.sum_eq_zero (fun σ _ => ?_)
  rw [third_order_term_eq_zero hR hV hψ hq σ, zero_sub, neg_eq_zero, mul_eq_zero]
  have hs := Equiv.sum_comp σ q
  rw [Fin.sum_univ_three, Fin.sum_univ_three] at hs
  by_cases h0 : IsReciprocal (q (σ 0))
  · -- the mean value is allowed, so the second-order factor is forbidden
    right
    have hR2 : ∀ x, T ((R ∘ₗ R) x) = (R ∘ₗ R) (T x) := fun x => by
      simp only [LinearMap.comp_apply, hR]
    refine amplitude_eq_zero hR2 hV hψ (σ 1) [σ 2] (fun h => hq ?_)
    simp only [List.map_cons, List.map_nil, List.sum_cons, List.sum_nil, add_zero] at h
    obtain ⟨m, hm⟩ := h0
    obtain ⟨n, hn⟩ := h
    refine ⟨m + n, ?_⟩
    push_cast
    linarith
  · left
    exact amplitude_eq_zero hR hV hψ (σ 0) [] (by simpa using h0)
```

In a three-dimensional crystal the argument applies to each primitive translation in turn. Two wavevectors then fix the third up to a reciprocal lattice vector. On a $4\times4\times4$ mesh containing $\Gamma$, this leaves $64^2=4096$ ordered triples out of $64^3=262144$.

For density functional perturbation theory, the result concerns one state and prescribed perturbations, linear in their amplitudes. It leaves self-consistency open: one must still show that the induced potentials carry the wavenumbers of the bare ones, and treat the third-order Hartree and exchange-correlation contributions, which do not appear in `thirdOrder`. For phonons, the second- and third-order changes of the ionic potential and the ion–ion energy also contribute, and they are absent from `thirdOrder` too.

## An allowed process on two sites

A two-site ring shows that an allowed term can be nonzero. Its states are pairs $(x_0,x_1)$ of complex amplitudes.

```lean
/-- One orbital on each site of a two-site ring. -/
abbrev Dimer := EuclideanSpace ℂ (Fin 2)
```

Translation by one site exchanges the amplitudes: $T(x_0,x_1)=(x_1,x_0)$.

```lean
/-- Translation of the two-site ring by one site. -/
def dimerT : Dimer ≃ₗᵢ[ℂ] Dimer :=
  LinearIsometryEquiv.piLpCongrLeft 2 ℂ ℂ (Equiv.swap (0 : Fin 2) 1)
```

The staggered potential is $Z(x_0,x_1)=(x_0,-x_1)$. Exchanging the sites reverses its sign, so $TZT^{-1}=-Z=e^{i\pi}Z$ and it carries $\pi$.

```lean
/-- The staggered potential, `+1` on one site and `-1` on the other. -/
def stagger : Dimer →ₗ[ℂ] Dimer where
  toFun x := !₂[x 0, -x 1]
  map_add' x y := by
    ext i
    fin_cases i <;> simp
    ring
  map_smul' c x := by ext i; fin_cases i <;> simp
```

The hopping perturbation $X(x_0,x_1)=(x_1,x_0)$ is unchanged by translation and carries $0$.

```lean
/-- Hopping between the two sites. -/
def hop : Dimer →ₗ[ℂ] Dimer where
  toFun x := !₂[x 1, x 0]
  map_add' x y := by ext i; fin_cases i <;> simp
  map_smul' c x := by ext i; fin_cases i <;> simp
```

Take $H_0=-X$. The symmetric state has energy $-1$ and the antisymmetric state $+1$, a gap of $2$. The reduced resolvent is therefore half the antisymmetric projector:
$$R(x_0,x_1)=\tfrac14(x_0-x_1,\;x_1-x_0).$$

```lean
/-- Half the projector onto the antisymmetric state of the two-site ring. -/
def dimerR : Dimer →ₗ[ℂ] Dimer where
  toFun x := !₂[(x 0 - x 1) / 4, (x 1 - x 0) / 4]
  map_add' x y := by ext i; fin_cases i <;> simp <;> ring
  map_smul' c x := by ext i; fin_cases i <;> simp <;> ring
```

Exchanging the sites before or after $R$ gives the same result, so $R$ commutes with $T$. The vector $\psi=(1,1)$ has $k=0$. With perturbations $Z,Z,X$ the total wavenumber is $\pi+\pi+0=2\pi$, which is allowed although it is not zero. Step by step,
$$(1,1)\xrightarrow{Z}(1,-1)\xrightarrow{R}(\tfrac12,-\tfrac12)\xrightarrow{X}(-\tfrac12,\tfrac12)\xrightarrow{R}(-\tfrac14,\tfrac14)\xrightarrow{Z}(-\tfrac14,-\tfrac14).$$
The inner product with $(1,1)$ is $-\tfrac12$. Since $\langle\psi,\psi\rangle=2$, the value for the normalised state is $-\tfrac14$. The proof checks the symmetry conditions component by component and then evaluates this product.

```lean
/-- On the two-site ring, `dimerR` commutes with the translation, two staggered potentials and a
hopping perturbation carry `π`, `π` and `0`, the unnormalised vector `(1, 1)` has wavenumber `0`,
and one third-order term evaluated with this vector equals `-1/2`. -/
theorem dimer_witness :
    (∀ x, dimerT (dimerR x) = dimerR (dimerT x)) ∧
    (∀ j, Carries dimerT (![stagger, stagger, hop] j) (![π, π, 0] j)) ∧
    dimerT !₂[1, 1] = phase 0 • !₂[1, 1] ∧
    ⟪(!₂[1, 1] : Dimer), stagger (dimerR (hop (dimerR (stagger !₂[1, 1]))))⟫_ℂ
      = -1 / 2 := by
  have hT : ∀ x : Dimer, dimerT x = !₂[x 1, x 0] := fun x => by
    ext i; fin_cases i <;> rfl
  have hTs : ∀ x : Dimer, dimerT.symm x = !₂[x 1, x 0] := fun x => by
    ext i; fin_cases i <;> rfl
  have hZ : Carries dimerT stagger π := fun x => by
    rw [hT, hTs]
    ext i; fin_cases i <;> simp [stagger, phase, Complex.exp_pi_mul_I]
  have hX : Carries dimerT hop 0 := fun x => by
    rw [hT, hTs]
    ext i; fin_cases i <;> simp [hop, phase]
  refine ⟨fun x => ?_, fun j => ?_, ?_, ?_⟩
  · rw [hT, hT]
    ext i; fin_cases i <;> simp [dimerR]
  · fin_cases j
    exacts [hZ, hZ, hX]
  · rw [hT]
    ext i; fin_cases i <;> simp [phase]
  · simp [stagger, hop, dimerR, PiLp.inner_apply, Fin.sum_univ_two]
    norm_num

end

end ThirdOrderMomentumSelection
```

```lean
#print axioms ThirdOrderMomentumSelection.thirdOrder_eq_zero
```

```
'ThirdOrderMomentumSelection.thirdOrder_eq_zero' depends on axioms: [propext, Classical.choice, Quot.sound]
```
